# Bounding the squared eigenvalue residual by the energy drop in one step of two-vector Rayleigh minimisation

The theorem `IsStep.sq_residual_le` concerns a symmetric linear operator A on a real inner product space of any dimension, with all its Rayleigh quotients between m and M. From a unit vector x with energy ⟨x, Ax⟩ and residual r = Ax − ⟨x, Ax⟩x, an eigensolver step goes to a unit vector y of least energy among the unit vectors in the span of x and r. The claim is that ‖r‖² is at most (M − m) times the energy of x less that of y. The attempt expands the squared norm and the energy of ax + br, so that minimality makes a quadratic form in a and b nonnegative, and then puts in particular coefficients, with M = m as a separate case.

This version doesn't compile in Lean 4 with Mathlib:

```lean
import Mathlib

open Filter Topology

namespace SqResidualLe

variable {E : Type*} [NormedAddCommGroup E] [InnerProductSpace ℝ E]

/-- The energy `⟨x, A x⟩`, which is the Rayleigh quotient when `x` is a unit vector. -/
noncomputable def energy (A : E →ₗ[ℝ] E) (x : E) : ℝ := inner ℝ x (A x)

/-- The eigenvalue residual `r = A x - ⟨x, A x⟩ x`. -/
noncomputable def residual (A : E →ₗ[ℝ] E) (x : E) : E := A x - energy A x • x

/-- One step of the eigensolver: `y` is a unit vector of least energy among the unit vectors
in the span of `x` and its residual. -/
structure IsStep (A : E →ₗ[ℝ] E) (x y : E) : Prop where
  mem : y ∈ Submodule.span ℝ {x, residual A x}
  unit : ‖y‖ = 1
  minimal : ∀ z ∈ Submodule.span ℝ {x, residual A x}, ‖z‖ = 1 → energy A y ≤ energy A z

/-- A run of the eigensolver: a unit start vector followed by successive steps. -/
structure IsRun (A : E →ₗ[ℝ] E) (x : ℕ → E) : Prop where
  start : ‖x 0‖ = 1
  step : ∀ k, IsStep A (x k) (x (k + 1))

/-- Every iterate of a run is a unit vector. -/
theorem IsRun.unit {A : E →ₗ[ℝ] E} {x : ℕ → E} (h : IsRun A x) (k : ℕ) : ‖x k‖ = 1 := by
  cases k with
  | zero => exact h.start
  | succ k => exact (h.step k).unit

/-- The residual of a unit vector is orthogonal to that vector. -/
theorem inner_residual (A : E →ₗ[ℝ] E) {x : E} (hx : ‖x‖ = 1) :
    inner ℝ x (residual A x) = 0 := by
  rw [residual, inner_sub_right, real_inner_smul_right, real_inner_self_eq_norm_sq, hx, energy]
  ring

/-- The energy after a step bounds the Rayleigh quotient from below on the whole search
space, written without division. -/
theorem IsStep.energy_mul_le {A : E →ₗ[ℝ] E} {x y z : E} (h : IsStep A x y)
    (hz : z ∈ Submodule.span ℝ {x, residual A x}) : energy A y * ‖z‖ ^ 2 ≤ energy A z := by
  by_cases h0 : z = 0
  · subst h0
    simp [energy]
  have hn : 0 < ‖z‖ := norm_pos_iff.mpr h0
  -- compare with the normalised vector
  have h1 := h.minimal (‖z‖⁻¹ • z) (Submodule.smul_mem _ _ hz)
    (by rw [norm_smul, norm_inv, norm_norm, inv_mul_cancel₀ hn.ne'])
  have e : energy A (‖z‖⁻¹ • z) = energy A z / ‖z‖ ^ 2 := by
    simp only [energy, map_smul, real_inner_smul_left, real_inner_smul_right]
    rw [div_eq_mul_inv]
    ring
  rwa [e, le_div_iff₀ (pow_pos hn 2)] at h1

/-- For a symmetric operator with Rayleigh quotients in `[m, M]`, in any dimension, a step from
a unit vector satisfies `‖r‖² ≤ (M - m) (energy before - energy after)`. -/
theorem IsStep.sq_residual_le {A : E →ₗ[ℝ] E} (hA : A.IsSymmetric) {m M : ℝ}
    (hb : ∀ v, m * ‖v‖ ^ 2 ≤ energy A v ∧ energy A v ≤ M * ‖v‖ ^ 2)
    {x y : E} (hx : ‖x‖ = 1) (h : IsStep A x y) :
    ‖residual A x‖ ^ 2 ≤ (M - m) * (energy A x - energy A y) := by
  have hmin := fun z => h.energy_mul_le (z := z)
  have h1 := inner_residual A hx
  have hax : A x = residual A x + energy A x • x := by simp [residual]
  generalize residual A x = r at *
  have h2 : inner ℝ r x = 0 := by rw [real_inner_comm, h1]
  have h3 : inner ℝ r (A x) = ‖r‖ ^ 2 := by
    rw [hax, inner_add_right, real_inner_smul_right, h2, real_inner_self_eq_norm_sq]
    ring
  have h4 : inner ℝ x (A r) = ‖r‖ ^ 2 := by rw [← hA x r, real_inner_comm, h3]
  have hs : 0 ≤ ‖r‖ ^ 2 := sq_nonneg _
  have hy : m ≤ energy A y := by simpa [h.unit] using (hb y).1
  have hxm : m ≤ energy A x := by simpa [hx] using (hb x).1
  have hxM : energy A x ≤ M := by simpa [hx] using (hb x).2
  have gap : 0 ≤ (M - m) * ‖r‖ ^ 2 - (energy A r - energy A y * ‖r‖ ^ 2) := by
    nlinarith [mul_nonneg (sub_nonneg.mpr hy) hs, (hb r).2]
  -- minimality on the plane makes a quadratic form in `a, b` nonnegative
  have key : ∀ a b : ℝ, 0 ≤ (energy A x - energy A y) * a ^ 2 + 2 * a * b * ‖r‖ ^ 2
      + b ^ 2 * ((M - m) * ‖r‖ ^ 2) := by
    intro a b
    have hz := hmin (a • x + b • r) (Submodule.mem_span_pair.mpr ⟨a, b, rfl⟩)
    have en : ‖a • x + b • r‖ ^ 2 = a ^ 2 + b ^ 2 * ‖r‖ ^ 2 := by
      rw [← real_inner_self_eq_norm_sq (a • x + b • r)]
      simp only [inner_add_left, inner_add_right, real_inner_smul_left, real_inner_smul_right,
        h1, h2, real_inner_self_eq_norm_sq, hx]
      ring
    have ee : energy A (a • x + b • r)
        = a ^ 2 * energy A x + 2 * a * b * ‖r‖ ^ 2 + b ^ 2 * energy A r := by
      simp only [energy, map_add, map_smul, inner_add_left, inner_add_right,
        real_inner_smul_left, real_inner_smul_right, h3, h4]
      ring
    rw [en, ee] at hz
    nlinarith [mul_nonneg (sq_nonneg b) gap]
  rcases (sub_nonneg.mpr (hxm.trans hxM)).eq_or_lt with hL | hL
  · -- a single-point spectrum forces the residual to vanish
    rw [← hL] at key ⊢
    have hD := key 1 0
    have hD' : 0 ≤ energy A x - energy A y := by linarith
    have hk := key (‖r‖ ^ 2) (-(energy A x - energy A y + 1))
    have h0 : (‖r‖ ^ 2) ^ 2 ≤ 0 := by
      nlinarith [mul_nonneg hD' (sq_nonneg (‖r‖ ^ 2))]
    have h5 : ‖r‖ ^ 2 = 0 := pow_eq_zero_iff (two_ne_zero) |>.mp (le_antisymm h0 (sq_nonneg _))
    rw [h5, zero_mul]
  · by_contra hc
    nlinarith [mul_pos hL (sub_pos.mpr (not_le.mp hc)), key (M - m) (-1)]

end SqResidualLe
```

Messages:

```
Try this:
  [apply] ring_nf
  
  The `ring` tactic failed to close the goal. Use `ring_nf` to obtain a normal form.
    
  Note that `ring` works primarily in *commutative* rings. If you have a noncommutative ring, abelian group or module, consider using `noncomm_ring`, `abel` or `module` instead.
Main.lean:82:63: error: unsolved goals
E : Type u_1
inst✝¹ : NormedAddCommGroup E
inst✝ : InnerProductSpace ℝ E
A : E →ₗ[ℝ] E
hA : A.IsSymmetric
m M : ℝ
hb : ∀ (v : E), m * ‖v‖ ^ 2 ≤ energy A v ∧ energy A v ≤ M * ‖v‖ ^ 2
x y : E
hx : ‖x‖ = 1
h : IsStep A x y
r : E
hmin : ∀ z ∈ Submodule.span ℝ {x, r}, energy A y * ‖z‖ ^ 2 ≤ energy A z
h1 : inner ℝ x r = 0
hax : A x = r + energy A x • x
h2 : inner ℝ r x = 0
h3 : inner ℝ r (A x) = ‖r‖ ^ 2
h4 : inner ℝ x (A r) = ‖r‖ ^ 2
hs : 0 ≤ ‖r‖ ^ 2
hy : m ≤ energy A y
hxm : m ≤ energy A x
hxM : energy A x ≤ M
gap : 0 ≤ (M - m) * ‖r‖ ^ 2 - (energy A r - energy A y * ‖r‖ ^ 2)
a b : ℝ
hz : energy A y * ‖a • x + b • r‖ ^ 2 ≤ energy A (a • x + b • r)
⊢ ‖a • x‖ ^ 2 + ‖b • r‖ ^ 2 = a ^ 2 + b ^ 2 * ‖r‖ ^ 2
Main.lean:85:44: warning: This simp argument is unused:
  hx

Hint: Omit it from the simp argument list.
  [apply] simp only [inner_add_left, inner_add_right, real_inner_smul_left, real_inner_smul_right, h1, h2,
    real_inner_self_eq_norm_sq]

Note: This linter can be disabled with `set_option linter.unusedSimpArgs false`
```

This version goes through:

```diff
@@ -64,27 +64,24 @@
   have hax : A x = residual A x + energy A x • x := by simp [residual]
   generalize residual A x = r at *
-  have h2 : inner ℝ r x = 0 := by rw [real_inner_comm, h1]
   have h3 : inner ℝ r (A x) = ‖r‖ ^ 2 := by
-    rw [hax, inner_add_right, real_inner_smul_right, h2, real_inner_self_eq_norm_sq]
+    rw [hax, inner_add_right, real_inner_smul_right, real_inner_comm x r, h1,
+      real_inner_self_eq_norm_sq]
     ring
   have h4 : inner ℝ x (A r) = ‖r‖ ^ 2 := by rw [← hA x r, real_inner_comm, h3]
-  have hs : 0 ≤ ‖r‖ ^ 2 := sq_nonneg _
   have hy : m ≤ energy A y := by simpa [h.unit] using (hb y).1
   have hxm : m ≤ energy A x := by simpa [hx] using (hb x).1
   have hxM : energy A x ≤ M := by simpa [hx] using (hb x).2
   have gap : 0 ≤ (M - m) * ‖r‖ ^ 2 - (energy A r - energy A y * ‖r‖ ^ 2) := by
-    nlinarith [mul_nonneg (sub_nonneg.mpr hy) hs, (hb r).2]
-  -- minimality on the plane makes a quadratic form in `a, b` nonnegative
-  have key : ∀ a b : ℝ, 0 ≤ (energy A x - energy A y) * a ^ 2 + 2 * a * b * ‖r‖ ^ 2
-      + b ^ 2 * ((M - m) * ‖r‖ ^ 2) := by
-    intro a b
-    have hz := hmin (a • x + b • r) (Submodule.mem_span_pair.mpr ⟨a, b, rfl⟩)
-    have en : ‖a • x + b • r‖ ^ 2 = a ^ 2 + b ^ 2 * ‖r‖ ^ 2 := by
-      rw [← real_inner_self_eq_norm_sq (a • x + b • r)]
-      simp only [inner_add_left, inner_add_right, real_inner_smul_left, real_inner_smul_right,
-        h1, h2, real_inner_self_eq_norm_sq, hx]
+    nlinarith [mul_nonneg (sub_nonneg.mpr hy) (sq_nonneg ‖r‖), (hb r).2]
+  -- minimality along `x + b r` makes a quadratic polynomial in `b` nonnegative
+  have key : ∀ b : ℝ, 0 ≤ ((M - m) * ‖r‖ ^ 2) * (b * b) + (2 * ‖r‖ ^ 2) * b
+      + (energy A x - energy A y) := by
+    intro b
+    have hz := hmin (x + b • r) (Submodule.mem_span_pair.mpr ⟨1, b, by rw [one_smul]⟩)
+    have en : ‖x + b • r‖ ^ 2 = 1 + b ^ 2 * ‖r‖ ^ 2 := by
+      rw [norm_add_sq_real, real_inner_smul_right, h1, hx, norm_smul, mul_pow,
+        Real.norm_eq_abs, sq_abs]
       ring
-    have ee : energy A (a • x + b • r)
-        = a ^ 2 * energy A x + 2 * a * b * ‖r‖ ^ 2 + b ^ 2 * energy A r := by
+    have ee : energy A (x + b • r) = energy A x + 2 * b * ‖r‖ ^ 2 + b ^ 2 * energy A r := by
       simp only [energy, map_add, map_smul, inner_add_left, inner_add_right,
         real_inner_smul_left, real_inner_smul_right, h3, h4]
@@ -92,16 +89,12 @@
     rw [en, ee] at hz
     nlinarith [mul_nonneg (sq_nonneg b) gap]
-  rcases (sub_nonneg.mpr (hxm.trans hxM)).eq_or_lt with hL | hL
-  · -- a single-point spectrum forces the residual to vanish
-    rw [← hL] at key ⊢
-    have hD := key 1 0
-    have hD' : 0 ≤ energy A x - energy A y := by linarith
-    have hk := key (‖r‖ ^ 2) (-(energy A x - energy A y + 1))
-    have h0 : (‖r‖ ^ 2) ^ 2 ≤ 0 := by
-      nlinarith [mul_nonneg hD' (sq_nonneg (‖r‖ ^ 2))]
-    have h5 : ‖r‖ ^ 2 = 0 := pow_eq_zero_iff (two_ne_zero) |>.mp (le_antisymm h0 (sq_nonneg _))
-    rw [h5, zero_mul]
-  · by_contra hc
-    nlinarith [mul_pos hL (sub_pos.mpr (not_le.mp hc)), key (M - m) (-1)]
+  -- so its discriminant is not positive
+  have hd := discrim_le_zero key
+  rw [discrim] at hd
+  have hD : 0 ≤ energy A x - energy A y := by linarith [key 0]
+  have hLD := mul_nonneg (sub_nonneg.mpr (hxm.trans hxM)) hD
+  by_contra hc
+  have hc' := not_le.mp hc
+  nlinarith [mul_pos (hLD.trans_lt hc') (sub_pos.mpr hc')]
 
 end SqResidualLe
```

The error is in `en`, the formula for ‖ax + br‖². After the inner product is expanded, `simp only` may treat the inner product of `a • x` with itself in two ways: pull out the scalars, or turn it at once into a squared norm by `real_inner_self_eq_norm_sq`. The goal left over shows that it did the latter, for `b • r` too. The scalars are then shut inside `‖a • x‖` and `‖b • r‖`, where no lemma in the list reaches them and `ring` cannot take them out. The warning that `hx` is unused has the same cause, since `‖x‖` never appears by itself.

The repair fixes a = 1, so the first term is `‖x‖`, which `hx` rewrites. It expands the square with `norm_add_sq_real` and takes b out of the norm with `norm_smul`, `mul_pow`, `Real.norm_eq_abs` and `sq_abs`.

The old ending needed other values of a, so it gives way to `discrim_le_zero`, applied to the quadratic in b, which also makes the case split needless. Inlining `h2` and `hs` is mere tidying.
